# With positive curvature on the projector's range, the redundant-coordinate Newton step is the same for every positive shift

The projector enters here as a given matrix $P$ with $P^T=P$ and $P^2=P$, not as something computed from a molecular geometry. In a geometry optimisation, $P$ would come from the matrix $B$ of derivatives of the internal coordinates with respect to the Cartesian ones: with $G=BB^T$ and $G^+$ its Moore–Penrose inverse, $P=GG^+$ projects onto the displacements that the atoms can realise to first order. The results below use only the symmetry and idempotence of $P$, so they hold for any orthogonal projector.

The finite type `n` labels the internal coordinates, and a vector of type `n → ℝ` is a displacement or a gradient. Lengths and angles are plain real numbers in fixed units, and `⬝ᵥ` is the ordinary scalar product of these numbers.

In Lean 4 with Mathlib:

```lean
import Mathlib

open Matrix

namespace RedundantInternalStep

noncomputable section

variable {n : Type*} [Fintype n] [DecidableEq n]
```

## The shifted Hessian and the curvature condition

Let $H$ be the Hessian in the redundant coordinates, $g$ the gradient and $c$ a real number. The projected Hessian $PHP$ is singular as soon as a redundant direction exists, so the missing directions are given a stiffness $c$:

$$A_c = PHP + c(1-P).$$

The constant $c$ is an artificial force constant for displacements that no motion of the atoms can produce to first order.

```lean
/-- The regularised Hessian `P H P + c (1 - P)` in redundant internal coordinates. -/
def regularisedHessian (P H : Matrix n n ℝ) (c : ℝ) : Matrix n n ℝ :=
  P * H * P + c • (1 - P)
```

The condition on $H$ concerns only the realisable displacements: $(Py)\cdot H(Py)>0$ whenever $Py\neq 0$. Writing them as $Py$ with $y$ arbitrary avoids choosing a basis of the range. Physically, the energy surface curves upwards along every realisable direction, as it does near a non-degenerate minimum. This is assumed, not derived, and it excludes the neighbourhood of a transition state.

```lean
/-- The Hessian `H` has positive curvature along every nonzero displacement in the range
of `P`. -/
def PositiveOnRange (P H : Matrix n n ℝ) : Prop :=
  ∀ y : n → ℝ, P *ᵥ y ≠ 0 → 0 < (P *ᵥ y) ⬝ᵥ (H *ᵥ (P *ᵥ y))
```

The energy change for a displacement $s$ is modelled to second order by $m(s)=g\cdot s+\tfrac12\, s\cdot Hs$.

```lean
/-- The quadratic model of the energy change for a displacement `s`, with gradient `g` and
Hessian `H`. -/
def quadraticModel (g : n → ℝ) (H : Matrix n n ℝ) (s : n → ℝ) : ℝ :=
  g ⬝ᵥ s + (1 / 2) * (s ⬝ᵥ (H *ᵥ s))
```

## Splitting a displacement into realisable and redundant parts

A symmetric matrix $A$ can be moved across the scalar product, $u\cdot Av=(Au)\cdot v$.

```lean
omit [DecidableEq n] in
/-- A symmetric matrix can be moved from one side of the scalar product to the other. -/
lemma dot_symm {A : Matrix n n ℝ} (hA : A.IsSymm) (u v : n → ℝ) :
    u ⬝ᵥ (A *ᵥ v) = (A *ᵥ u) ⬝ᵥ v := by
  rw [dotProduct_mulVec, ← mulVec_transpose, hA.eq]
```

Idempotence gives $P(Px)=Px$.

```lean
omit [DecidableEq n] in
private lemma proj_twice {P : Matrix n n ℝ} (hPP : P * P = P) (x : n → ℝ) :
    P *ᵥ (P *ᵥ x) = P *ᵥ x := by
  rw [mulVec_mulVec, hPP]
```

Hence $P$ annihilates the redundant part of any displacement: $P(x-Px)=Px-Px=0$.

```lean
omit [DecidableEq n] in
private lemma proj_compl {P : Matrix n n ℝ} (hPP : P * P = P) (x : n → ℝ) :
    P *ᵥ (x - P *ᵥ x) = 0 := by
  rw [mulVec_sub, proj_twice hPP, sub_self]
```

Applied to a vector, the shifted Hessian reads $A_cx=PH(Px)+c(x-Px)$.

```lean
private lemma regularised_apply (P H : Matrix n n ℝ) (c : ℝ) (x : n → ℝ) :
    regularisedHessian P H c *ᵥ x = P *ᵥ (H *ᵥ (P *ᵥ x)) + c • (x - P *ᵥ x) := by
  simp only [regularisedHessian, add_mulVec, smul_mulVec, sub_mulVec, one_mulVec,
    mulVec_mulVec, Matrix.mul_assoc]
```

Take the scalar product with $x$. The first term becomes $x\cdot PH(Px)=(Px)\cdot H(Px)$. For the second, the two parts of $x$ are orthogonal, since $(Px)\cdot(x-Px)=x\cdot P(x-Px)=0$, and so $x\cdot(x-Px)=(x-Px)\cdot(x-Px)$. Therefore

$$x\cdot A_cx=(Px)\cdot H(Px)+c\,|x-Px|^2 .$$

```lean
/-- The quadratic form of the regularised Hessian is the `H`-form of the projected displacement
plus `c` times the squared length of the redundant part. -/
theorem quadratic_form_split {P : Matrix n n ℝ} (H : Matrix n n ℝ) (c : ℝ)
    (hP : P.IsSymm) (hPP : P * P = P) (x : n → ℝ) :
    x ⬝ᵥ (regularisedHessian P H c *ᵥ x) =
      (P *ᵥ x) ⬝ᵥ (H *ᵥ (P *ᵥ x)) + c * ((x - P *ᵥ x) ⬝ᵥ (x - P *ᵥ x)) := by
  -- the projected and the redundant part are orthogonal
  have h2 : (x - P *ᵥ x) ⬝ᵥ (x - P *ᵥ x) = x ⬝ᵥ (x - P *ᵥ x) := by
    rw [sub_dotProduct, ← dot_symm hP, proj_compl hPP, dotProduct_zero, sub_zero]
  rw [h2, regularised_apply, dotProduct_add, dotProduct_smul, dot_symm hP, smul_eq_mul]
```

## When the shifted Hessian is positive definite

Suppose first that $A_c$ is positive definite. Putting $x=Py\neq0$ into the split form removes the second term and leaves $(Py)\cdot H(Py)>0$. Putting in a nonzero $z$ with $Pz=0$ leaves $c\,|z|^2>0$, so $c>0$.

Conversely, let $H$ be positive on the range, and let $c>0$ if there is any nonzero redundant displacement. Take $x\neq0$. If $x=Px$, the $H$-term is positive and the other vanishes. If $x\neq Px$, then $x-Px$ is itself a nonzero redundant displacement, so $c>0$ and the second term is positive, while the first is at least zero. Mathlib's `PosDef` also demands that the matrix be symmetric, which follows from the symmetry of $P$ and $H$.

The condition on $c$ is conditional because for $P=1$ the shift is absent and its sign is irrelevant.

```lean
/-- The regularised Hessian is positive definite exactly when `H` is positive on the range of `P`
and `c` is positive whenever a nonzero redundant displacement exists. -/
theorem regularised_posDef_iff {P H : Matrix n n ℝ} {c : ℝ}
    (hP : P.IsSymm) (hPP : P * P = P) (hH : H.IsSymm) :
    (regularisedHessian P H c).PosDef ↔
      PositiveOnRange P H ∧ ∀ z : n → ℝ, z ≠ 0 → P *ᵥ z = 0 → 0 < c := by
  constructor
  · intro h
    have pos : ∀ x : n → ℝ, x ≠ 0 → 0 < x ⬝ᵥ (regularisedHessian P H c *ᵥ x) := by
      intro x hx
      have := h.dotProduct_mulVec_pos hx
      rwa [star_trivial] at this
    refine ⟨fun y hy => ?_, fun z hz hz0 => ?_⟩
    · have := pos _ hy
      rwa [quadratic_form_split H c hP hPP, proj_twice hPP, sub_self, dotProduct_zero,
        mul_zero, add_zero] at this
    · have h1 := pos z hz
      rw [quadratic_form_split H c hP hPP, hz0, mulVec_zero, dotProduct_zero, zero_add,
        sub_zero] at h1
      have h2 : 0 ≤ z ⬝ᵥ z := Finset.sum_nonneg fun i _ => mul_self_nonneg _
      by_contra hc
      nlinarith [not_lt.1 hc]
  · rintro ⟨hr, hc⟩
    refine Matrix.posDef_iff_dotProduct_mulVec.2 ⟨?_, ?_⟩
    · rw [Matrix.IsHermitian, conjTranspose_eq_transpose_of_trivial]
      simp only [regularisedHessian, transpose_add, transpose_smul, transpose_sub,
        transpose_mul, transpose_one, hP.eq, hH.eq, Matrix.mul_assoc]
    · intro x hx
      rw [star_trivial, quadratic_form_split H c hP hPP]
      by_cases h : x - P *ᵥ x = 0
      · -- no redundant part: the curvature comes from `H`
        rw [h, dotProduct_zero, mul_zero, add_zero]
        exact hr x (fun h0 => hx ((sub_eq_zero.1 h).trans h0))
      · -- a redundant part is penalised by `c`
        have hv : 0 < (x - P *ᵥ x) ⬝ᵥ (x - P *ᵥ x) :=
          lt_of_le_of_ne (Finset.sum_nonneg fun i _ => mul_self_nonneg _)
            (fun h0 => h (dotProduct_self_eq_zero.1 h0.symm))
        have h1 := mul_pos (hc _ h (proj_compl hPP x)) hv
        have h2 : 0 ≤ (P *ᵥ x) ⬝ᵥ (H *ᵥ (P *ᵥ x)) := by
          by_cases h0 : P *ᵥ x = 0
          · rw [h0, zero_dotProduct]
          · exact (hr x h0).le
        linarith
```

## The shift drops out of the step equation

The step is defined by $A_cs=-Pg$, that is,

$$PH(Ps)+c(s-Ps)=-Pg .$$

Rearranged, this says $c(s-Ps)=-P\bigl(g+H(Ps)\bigr)$. The right-hand side lies in the range of $P$, so applying $P$ leaves it unchanged. Applying $P$ to the left-hand side gives zero. Both sides therefore vanish, and for $c\neq0$ we get $Ps=s$. What remains is the projected Newton equation

$$PHs=-Pg,$$

in which $c$ no longer occurs. Conversely, $Ps=s$ and $PHs=-Pg$ give back the original equation by substitution.

In the code, `h1` is the rearrangement and `h2` is the double use of $P$. Neither the curvature condition nor any symmetry is needed, so even where $H$ has negative curvature on the range, a solution, if there is one, lies in the range and solves the equation for every other nonzero $c$ as well.

```lean
/-- For `c ≠ 0`, the regularised step equation holds exactly when the step lies in the range of
`P` and solves the projected Newton equation `P H s = -P g`. -/
theorem step_equation_iff {P : Matrix n n ℝ} (H : Matrix n n ℝ) {c : ℝ}
    (hPP : P * P = P) (hc : c ≠ 0) (g s : n → ℝ) :
    regularisedHessian P H c *ᵥ s = -(P *ᵥ g) ↔
      P *ᵥ s = s ∧ P *ᵥ (H *ᵥ s) = -(P *ᵥ g) := by
  constructor
  · intro h
    rw [regularised_apply] at h
    -- the redundant part of the step lies in the range of `P` and is annihilated by `P`
    have h1 : c • (s - P *ᵥ s) = P *ᵥ (-(g + H *ᵥ (P *ᵥ s))) := by
      rw [mulVec_neg, mulVec_add]
      linear_combination (norm := module) h
    have h2 : c • (s - P *ᵥ s) = 0 := by
      calc c • (s - P *ᵥ s) = P *ᵥ (-(g + H *ᵥ (P *ᵥ s))) := h1
        _ = P *ᵥ (P *ᵥ (-(g + H *ᵥ (P *ᵥ s)))) := (proj_twice hPP _).symm
        _ = P *ᵥ (c • (s - P *ᵥ s)) := by rw [h1]
        _ = 0 := by rw [mulVec_smul, proj_compl hPP, smul_zero]
    have hs : P *ᵥ s = s := (sub_eq_zero.1 ((smul_eq_zero.1 h2).resolve_left hc)).symm
    refine ⟨hs, ?_⟩
    rwa [hs, sub_self, smul_zero, add_zero] at h
  · rintro ⟨hs, h⟩
    rw [regularised_apply, hs, sub_self, smul_zero, add_zero, h]
```

## One step for all positive shifts

Now let $H$ be positive on the range. By the criterion above, $A_c$ is positive definite for every $c>0$. Solve $A_1s=-Pg$ once, at $c=1$. Then $Ps=s$ and $PHs=-Pg$, and reading the equivalence backwards gives $A_cs=-Pg$ for every $c>0$.

If $t$ also solves the equation at some $c>0$, then $A_c(t-s)=0$ and $(t-s)\cdot A_c(t-s)=0$. Positive definiteness forces $t=s$.

In the theorem, `∃ s` stands before `∀ c`. This order expresses the independence: a single vector is chosen first and then serves every positive shift.

Existence turns on Mathlib's `det_pos`, which says that a positive definite matrix has positive determinant. The chain `.det_pos.ne'.isUnit` passes from positive to nonzero to invertible in $\mathbb R$. That is the input which `mul_nonsing_inv` requires before it will grant $A_1A_1^{-1}=1$, because Mathlib's matrix inverse is written down for singular matrices too, where this identity fails. With it, $s=A_1^{-1}(-Pg)$ is a solution.

```lean
/-- If `H` is positive on the range of `P`, there is one step in that range which, for every `c >
0`, is the unique solution of the regularised step equation, and the regularised Hessian is positive
definite for every such `c`. -/
theorem step_unique_and_independent {P H : Matrix n n ℝ}
    (hP : P.IsSymm) (hPP : P * P = P) (hH : H.IsSymm) (hr : PositiveOnRange P H)
    (g : n → ℝ) :
    ∃ s : n → ℝ, P *ᵥ s = s ∧ ∀ c : ℝ, 0 < c →
      (regularisedHessian P H c).PosDef ∧
      ∀ t : n → ℝ, regularisedHessian P H c *ᵥ t = -(P *ᵥ g) ↔ t = s := by
  have hpd : ∀ c : ℝ, 0 < c → (regularisedHessian P H c).PosDef := fun c hc =>
    (regularised_posDef_iff hP hPP hH).2 ⟨hr, fun _ _ _ => hc⟩
  -- solve the equation once, at `c = 1`
  have hdet : IsUnit (regularisedHessian P H 1).det := (hpd 1 one_pos).det_pos.ne'.isUnit
  obtain ⟨s, hs⟩ : ∃ s, regularisedHessian P H 1 *ᵥ s = -(P *ᵥ g) :=
    ⟨(regularisedHessian P H 1)⁻¹ *ᵥ (-(P *ᵥ g)), by
      rw [mulVec_mulVec, mul_nonsing_inv _ hdet, one_mulVec]⟩
  have hs' := (step_equation_iff H hPP one_ne_zero g s).1 hs
  refine ⟨s, hs'.1, fun c hc => ⟨hpd c hc, fun t => ?_⟩⟩
  have hsc := (step_equation_iff H hPP hc.ne' g s).2 hs'
  constructor
  · intro ht
    by_contra hne
    have h := (hpd c hc).dotProduct_mulVec_pos (sub_ne_zero.2 hne)
    rw [mulVec_sub, ht, hsc, sub_self, dotProduct_zero] at h
    exact lt_irrefl _ h
  · rintro rfl
    exact hsc
```

For optimisation in redundant internal coordinates, this means that the size of the positive shift has no influence on the full Newton step, within a quadratic model with exact arithmetic and a Hessian positive on the range. Step-length control and the conversion of the step into Cartesian coordinates are not part of the model.

Idempotence is essential here. Take one coordinate with $H=g=1$ and replace the projector by the number $P=\tfrac12$, which is symmetric but not idempotent. The step equation becomes $\left(\tfrac14+\tfrac c2\right)s=-\tfrac12$, with solution

$$s=-\frac{2}{1+2c}.$$

The matrix is still positive definite for $c>0$, but the step now varies with $c$. Such a $P$ arises when $G^+$ is replaced by a damped inverse $(G+\lambda 1)^{-1}$ with $\lambda>0$, which turns the nonzero eigenvalues of $GG^+$ into numbers strictly between 0 and 1.

## The step minimises the energy model on the range

Let $s$ solve the step equation and let $t=s+d$ be another displacement in the range, so that $Pd=d\neq0$. Since $H$ is symmetric, the cross terms combine and

$$m(s+d)-m(s)=d\cdot(g+Hs)+\tfrac12\,d\cdot Hd .$$

The linear term vanishes, because $d\cdot(g+Hs)=(Pd)\cdot(g+Hs)=d\cdot P(g+Hs)=0$ by the projected Newton equation. The quadratic term is positive by the curvature condition. Hence $m(t)>m(s)$.

In the code, `h1` is the vanishing linear term and `hpos` the positive quadratic one. The theorem asks only for $c\neq0$, since the shift has already dropped out. The comparison is restricted to the range of $P$: outside it, $m$ may be lower.

```lean
/-- If `H` is positive on the range of `P` and `c ≠ 0`, a solution of the regularised step equation
gives a strictly lower quadratic model energy than any other displacement in the range of `P`. -/
theorem step_minimises_model {P H : Matrix n n ℝ} {c : ℝ}
    (hP : P.IsSymm) (hPP : P * P = P) (hH : H.IsSymm) (hr : PositiveOnRange P H)
    (hc : c ≠ 0) {g s t : n → ℝ}
    (hstep : regularisedHessian P H c *ᵥ s = -(P *ᵥ g))
    (ht : P *ᵥ t = t) (hts : t ≠ s) :
    quadraticModel g H s < quadraticModel g H t := by
  obtain ⟨hs, hN⟩ := (step_equation_iff H hPP hc g s).1 hstep
  obtain ⟨d, rfl⟩ : ∃ d, t = s + d := ⟨t - s, by abel⟩
  have hd : P *ᵥ d = d := by
    rw [mulVec_add, hs] at ht
    exact add_left_cancel ht
  have hd0 : d ≠ 0 := fun h => hts (by rw [h, add_zero])
  -- the model gradient at `s` is orthogonal to the range of `P`
  have h1 : d ⬝ᵥ (P *ᵥ (H *ᵥ s + g)) = 0 := by
    rw [mulVec_add, hN, neg_add_cancel, dotProduct_zero]
  rw [dot_symm hP, hd, dotProduct_add] at h1
  have hpos := hr d (by rwa [hd])
  rw [hd] at hpos
  have hsym : s ⬝ᵥ (H *ᵥ d) = d ⬝ᵥ (H *ᵥ s) := (dot_symm hH s d).trans (dotProduct_comm _ _)
  have hg : g ⬝ᵥ d = d ⬝ᵥ g := dotProduct_comm _ _
  simp only [quadraticModel, mulVec_add, dotProduct_add, add_dotProduct]
  linarith
```

## Two coordinates with an indefinite Hessian

Consider two coordinates that can only change together. The realisable displacements are $(a,a)$, and the projector onto them is

$$P=\tfrac12\begin{pmatrix}1&1\\1&1\end{pmatrix}.$$

```lean
/-- The projector onto equal displacements of two coordinates. -/
def exampleProjector : Matrix (Fin 2) (Fin 2) ℝ := !![1/2, 1/2; 1/2, 1/2]
```

Let the Hessian be $H=\mathrm{diag}(2,-1)$, which has negative curvature along the second coordinate.

```lean
/-- A diagonal Hessian with curvatures `2` and `-1`. -/
def exampleHessian : Matrix (Fin 2) (Fin 2) ℝ := !![2, 0; 0, -1]
```

For any $y$, $Py=(a,a)$ with $a=(y_0+y_1)/2$, and

$$(a,a)\cdot H(a,a)=2a^2-a^2=a^2,$$

which is positive when $Py\neq0$. Along $(0,1)$, however, the quadratic form equals $-1$. All hypotheses on $P$ and $H$ are thus met by a Hessian that is not itself positive definite. The proof checks the matrix identities entry by entry and then carries out this computation with $a$ as a free variable.

```lean
/-- The example projector and Hessian are symmetric, the projector is idempotent, and the Hessian
is positive on its range although it has negative curvature along the second coordinate. -/
theorem projected_hessian_witness :
    exampleProjector.IsSymm ∧ exampleProjector * exampleProjector = exampleProjector ∧
    exampleHessian.IsSymm ∧ PositiveOnRange exampleProjector exampleHessian ∧
    ![0, 1] ⬝ᵥ (exampleHessian *ᵥ ![0, 1]) < 0 := by
  refine ⟨?_, ?_, ?_, ?_, ?_⟩
  · exact IsSymm.ext fun i j => by fin_cases i <;> fin_cases j <;> simp [exampleProjector]
  · ext i j
    fin_cases i <;> fin_cases j <;>
      simp [exampleProjector, Matrix.mul_apply, Fin.sum_univ_two] <;> norm_num
  · exact IsSymm.ext fun i j => by fin_cases i <;> fin_cases j <;> simp [exampleHessian]
  · intro y hy
    have e : exampleProjector *ᵥ y = ![(y 0 + y 1) / 2, (y 0 + y 1) / 2] := by
      ext i
      fin_cases i <;> simp [exampleProjector, mulVec, dotProduct, Fin.sum_univ_two] <;> ring
    rw [e] at hy ⊢
    generalize (y 0 + y 1) / 2 = a at hy ⊢
    have ha : a ≠ 0 := by
      rintro rfl
      exact hy (by ext i; fin_cases i <;> simp)
    have hval : ![a, a] ⬝ᵥ (exampleHessian *ᵥ ![a, a]) = a ^ 2 := by
      simp [exampleHessian, mulVec, dotProduct, Fin.sum_univ_two]
      ring
    rw [hval]
    positivity
  · simp [exampleHessian, mulVec, dotProduct, Fin.sum_univ_two]

end

end RedundantInternalStep
```

```lean
#print axioms RedundantInternalStep.step_unique_and_independent
#print axioms RedundantInternalStep.step_minimises_model
```

```
'RedundantInternalStep.step_unique_and_independent' depends on axioms: [propext, Classical.choice, Quot.sound]
'RedundantInternalStep.step_minimises_model' depends on axioms: [propext, Classical.choice, Quot.sound]
```
